# Magnetic structure factors under symmetry: anti-translations extinguish reflections with integer h · t

Atom j of a magnetic unit cell has position x_j and moment m_j, both given by real components in the lattice basis, and, treated as a point moment without a form factor, it contributes m_j exp(2πi h · x_j) to the reflection with integer index vector h, with h · x the sum of h_a x_a over the axes a. A magnetic symmetry consists of a sign e = ±1 for time reversal, an integer matrix R, a translation t and a permutation p of the atoms, such that m_pj = e det(R) R m_j and x_pj = R x_j + t up to a lattice vector.

```lean
import Mathlib

open Matrix ComplexConjugate

namespace MagneticStructureFactor

noncomputable section

variable {n ι : Type*} [Fintype n] [Fintype ι]

/-- The product `h · x` of an integer reflection index with a position in lattice coordinates. -/
def pairing (h : n → ℤ) (x : n → ℝ) : ℝ := ∑ a, (h a : ℝ) * x a

/-- The scattering phase `exp(2πi h · x)`. -/
def phase (h : n → ℤ) (x : n → ℝ) : ℂ :=
  Complex.exp (2 * Real.pi * Complex.I * (pairing h x : ℂ))

/-- The magnetic structure factor `M(h) = ∑ⱼ mⱼ exp(2πi h · xⱼ)`, a complex vector
in lattice components. -/
def magneticF (x m : ι → n → ℝ) (h : n → ℤ) : n → ℂ :=
  fun a => ∑ j, (m j a : ℂ) * phase h (x j)

/-- The operation `(R, t)` with time-reversal sign `e` carries atom `j` to atom `p j`, up to a
lattice vector, and transforms the moments as axial vectors. -/
structure IsMagneticSymmetry [DecidableEq n] (x m : ι → n → ℝ) (e : ℤˣ) (R : Matrix n n ℤ)
    (t : n → ℝ) (p : Equiv.Perm ι) : Prop where
  moment : ∀ j a, m (p j) a = ((e : ℤ) : ℝ) * (R.det : ℝ) * ∑ b, (R a b : ℝ) * m j b
  position : ∀ j, ∃ k : n → ℤ, ∀ a, x (p j) a = ∑ b, (R a b : ℝ) * x j b + t a + (k a : ℝ)

/-- If `y = R x + t` up to a lattice vector, the phase of `y` at `h` is `exp(2πi h · t)` times
the phase of `x` at `Rᵀ h`. -/
theorem phase_image {R : Matrix n n ℤ} {x y t : n → ℝ} {k : n → ℤ} (h : n → ℤ)
    (hy : ∀ a, y a = ∑ b, (R a b : ℝ) * x b + t a + (k a : ℝ)) :
    phase h y = phase h t * phase (Rᵀ *ᵥ h) x := by
  -- moving `R` from the position to the reflection index
  have hs : ∑ a, (h a : ℝ) * ∑ b, (R a b : ℝ) * x b
      = ∑ b, (((Rᵀ *ᵥ h) b : ℤ) : ℝ) * x b := by
    simp only [Matrix.mulVec, dotProduct, Matrix.transpose_apply, Int.cast_sum, Int.cast_mul,
      Finset.mul_sum, Finset.sum_mul]
    rw [Finset.sum_comm]
    exact Finset.sum_congr rfl fun b _ => Finset.sum_congr rfl fun a _ => by ring
  obtain ⟨N, hN⟩ : ∃ N : ℤ, pairing h y = pairing h t + pairing (Rᵀ *ᵥ h) x + (N : ℝ) := by
    refine ⟨∑ a, h a * k a, ?_⟩
    simp only [pairing, hy, mul_add, Finset.sum_add_distrib, Int.cast_sum, Int.cast_mul]
    rw [hs]
    ring
  -- the lattice vector contributes a full number of turns
  have hsplit : 2 * Real.pi * Complex.I * (pairing h y : ℂ)
      = (2 * Real.pi * Complex.I * (pairing h t : ℂ)
        + 2 * Real.pi * Complex.I * (pairing (Rᵀ *ᵥ h) x : ℂ))
        + (N : ℂ) * (2 * Real.pi * Complex.I) := by
    rw [hN]
    push_cast
    ring
  unfold phase
  rw [hsplit, Complex.exp_add, Complex.exp_int_mul_two_pi_mul_I, mul_one, Complex.exp_add]

/-- Under a magnetic symmetry, `M(h) = e det(R) exp(2πi h · t) R M(Rᵀ h)`. -/
theorem magneticF_symmetry [DecidableEq n] {x m : ι → n → ℝ} {e : ℤˣ} {R : Matrix n n ℤ}
    {t : n → ℝ} {p : Equiv.Perm ι} (hs : IsMagneticSymmetry x m e R t p) (h : n → ℤ) (a : n) :
    magneticF x m h a = ((e : ℤ) : ℂ) * (R.det : ℂ) * phase h t *
      ∑ b, (R a b : ℂ) * magneticF x m (Rᵀ *ᵥ h) b := by
  have hj : ∀ j, (m (p j) a : ℂ) * phase h (x (p j)) =
      ∑ b, ((e : ℤ) : ℂ) * (R.det : ℂ) * phase h t *
        ((R a b : ℂ) * ((m j b : ℂ) * phase (Rᵀ *ᵥ h) (x j))) := by
    intro j
    obtain ⟨k, hk⟩ := hs.position j
    rw [phase_image h hk, hs.moment]
    simp only [Complex.ofReal_mul, Complex.ofReal_sum, Complex.ofReal_intCast,
      Finset.mul_sum, Finset.sum_mul]
    exact Finset.sum_congr rfl fun b _ => by ring
  -- sum over the image atoms instead of the atoms
  calc magneticF x m h a = ∑ j, (m (p j) a : ℂ) * phase h (x (p j)) :=
        (Equiv.sum_comp p (fun j => (m j a : ℂ) * phase h (x j))).symm
    _ = _ := by
        rw [Finset.sum_congr rfl (fun j _ => hj j), Finset.sum_comm]
        simp only [magneticF, Finset.mul_sum]

/-- With an anti-translation `t`, a nonzero component of `M(h)` requires `h · t` to be a
half-odd integer. -/
theorem antitranslation_selection [DecidableEq n] {x m : ι → n → ℝ} {t : n → ℝ}
    {p : Equiv.Perm ι} (hs : IsMagneticSymmetry x m (-1) 1 t p) {h : n → ℤ} {a : n}
    (hM : magneticF x m h a ≠ 0) : ∃ k : ℤ, pairing h t = k + 1 / 2 := by
  have key := magneticF_symmetry hs h a
  have hsum : ∑ b, (((1 : Matrix n n ℤ) a b : ℤ) : ℂ) * magneticF x m h b
      = magneticF x m h a := by
    simp [Matrix.one_apply]
  have he : (((-1 : ℤˣ) : ℤ) : ℂ) = -1 := by simp
  rw [Matrix.transpose_one, Matrix.one_mulVec, hsum, Matrix.det_one, he, Int.cast_one] at key
  -- the translation phase must compensate the reversal of the moments
  have hph : phase h t = -1 := by
    apply mul_right_cancel₀ hM
    linear_combination key
  have hone : Complex.exp (2 * Real.pi * Complex.I * (pairing h t : ℂ)
      + Real.pi * Complex.I) = 1 := by
    rw [Complex.exp_add, Complex.exp_pi_mul_I]
    change phase h t * -1 = 1
    rw [hph]
    norm_num
  obtain ⟨k, hk⟩ := Complex.exp_eq_one_iff.1 hone
  refine ⟨k - 1, ?_⟩
  have hc : (pairing h t : ℂ) = (((k : ℝ) - 1 / 2 : ℝ) : ℂ) := by
    apply mul_left_cancel₀ Complex.two_pi_I_ne_zero
    push_cast
    linear_combination hk
  have hr : pairing h t = (k : ℝ) - 1 / 2 := Complex.ofReal_injective hc
  rw [hr]
  push_cast
  ring

/-- An anti-translation `t` extinguishes every magnetic reflection `h` with `h · t` integer. -/
theorem antitranslation_extinction [DecidableEq n] {x m : ι → n → ℝ} {t : n → ℝ}
    {p : Equiv.Perm ι} (hs : IsMagneticSymmetry x m (-1) 1 t p) {h : n → ℤ} {l : ℤ}
    (hl : pairing h t = l) : magneticF x m h = 0 := by
  funext a
  by_contra hM
  obtain ⟨k, hk⟩ := antitranslation_selection hs hM
  have h2 : (2 * l : ℝ) = 2 * k + 1 := by linarith
  have h3 : 2 * l = 2 * k + 1 := by exact_mod_cast h2
  omega

/-- Reversing the reflection index conjugates the magnetic structure factor. -/
theorem magneticF_neg (x m : ι → n → ℝ) (h : n → ℤ) (a : n) :
    magneticF x m (-h) a = conj (magneticF x m h a) := by
  have hp : ∀ y : n → ℝ, phase (-h) y = conj (phase h y) := by
    intro y
    have hq : pairing (-h) y = -pairing h y := by simp [pairing]
    have h2 : conj (2 : ℂ) = 2 := by apply Complex.ext <;> simp
    unfold phase
    rw [← Complex.exp_conj, hq]
    simp [h2]
  simp only [magneticF, map_sum, map_mul, Complex.conj_ofReal, hp]

/-- In three dimensions, inversion about the origin combined with time reversal makes every
component of `M(h)` purely imaginary. -/
theorem antiinversion_imaginary {x m : ι → Fin 3 → ℝ} {p : Equiv.Perm ι}
    (hs : IsMagneticSymmetry x m (-1) (-1) 0 p) (h : Fin 3 → ℤ) (a : Fin 3) :
    (magneticF x m h a).re = 0 := by
  have key := magneticF_symmetry hs h a
  have hR : (-1 : Matrix (Fin 3) (Fin 3) ℤ)ᵀ *ᵥ h = -h := by
    rw [Matrix.transpose_neg, Matrix.transpose_one, Matrix.neg_mulVec, Matrix.one_mulVec]
  have hd : (-1 : Matrix (Fin 3) (Fin 3) ℤ).det = -1 := by simp [Matrix.det_fin_three]
  have hsum : ∑ b, (((-1 : Matrix (Fin 3) (Fin 3) ℤ) a b : ℤ) : ℂ) * magneticF x m (-h) b
      = -magneticF x m (-h) a := by
    simp [Matrix.neg_apply, Matrix.one_apply]
  have h0 : phase h 0 = 1 := by simp [phase, pairing]
  have he : (((-1 : ℤˣ) : ℤ) : ℂ) = -1 := by simp
  rw [hR, hsum, hd, h0, he, magneticF_neg] at key
  -- the structure factor is minus its own conjugate
  have hc : magneticF x m h a = -conj (magneticF x m h a) := by
    push_cast at key
    linear_combination key
  have hre := congrArg Complex.re hc
  rw [Complex.neg_re, Complex.conj_re] at hre
  linarith

/-- Two atoms half a cell apart along the first axis. -/
def afmPos : Fin 2 → Fin 3 → ℝ := ![![0, 0, 0], ![1 / 2, 0, 0]]

/-- Opposite moments along the third axis. -/
def afmMom : Fin 2 → Fin 3 → ℝ := ![![0, 0, 1], ![0, 0, -1]]

/-- The two-atom antiferromagnet has the anti-translation `(1/2, 0, 0)`, and the third component
of its magnetic structure factor at `h = (1, 0, 0)` equals 2. -/
theorem antitranslation_witness :
    IsMagneticSymmetry afmPos afmMom (-1) 1 ![1 / 2, 0, 0] (Equiv.swap 0 1) ∧
      magneticF afmPos afmMom ![1, 0, 0] 2 = 2 := by
  refine ⟨⟨?_, ?_⟩, ?_⟩
  · intro j a
    fin_cases j <;> fin_cases a <;> simp [afmMom, Matrix.one_apply]
  · intro j
    refine ⟨(![![0, 0, 0], ![-1, 0, 0]] : Fin 2 → Fin 3 → ℤ) j, fun a => ?_⟩
    fin_cases j <;> fin_cases a <;>
      norm_num [afmPos, Matrix.one_apply, Fin.sum_univ_three]
  · have e0 : phase ![1, 0, 0] (afmPos 0) = 1 := by
      simp [phase, pairing, afmPos, Fin.sum_univ_three]
    have hp : pairing ![1, 0, 0] (afmPos 1) = 1 / 2 := by
      simp [pairing, afmPos, Fin.sum_univ_three]
    have e1 : phase ![1, 0, 0] (afmPos 1) = -1 := by
      have hh : 2 * Real.pi * Complex.I * ((1 / 2 : ℝ) : ℂ) = Real.pi * Complex.I := by
        push_cast
        ring
      rw [phase, hp, hh, Complex.exp_pi_mul_I]
    have m0 : afmMom 0 2 = 1 := rfl
    have m1 : afmMom 1 2 = -1 := rfl
    simp only [magneticF, Fin.sum_univ_two, e0, e1, m0, m1]
    norm_num

end

end MagneticStructureFactor
```

```lean
#print axioms MagneticStructureFactor.antitranslation_extinction
#print axioms MagneticStructureFactor.antiinversion_imaginary
```

```
'MagneticStructureFactor.antitranslation_extinction' depends on axioms: [propext, Classical.choice, Quot.sound]
'MagneticStructureFactor.antiinversion_imaginary' depends on axioms: [propext, Classical.choice, Quot.sound]
```

## Moments, positions and reflections in the code

The type `n` labels the crystal axes and `ι` labels the atoms of one magnetic cell; both are finite. The function `pairing h x` is h · x. Because h is expressed in the reciprocal basis and x in the lattice basis, no metric enters. The function `phase h x` is exp(2πi h · x), with a plus sign in the exponent, and `magneticF x m h` is the magnetic structure factor

M(h) = Σ_j m_j exp(2πi h · x_j).

It is a complex vector, whose component along axis a is `magneticF x m h a`.

The structure `IsMagneticSymmetry x m e R t p` contains the two conditions on a symmetry. Its field `moment` is the transformation law of an axial vector. A magnetic moment behaves like a current loop, so it turns with a proper rotation, acquires an extra factor det(R) under an improper one, and changes sign under time reversal, which reverses the current. The sign e has type `ℤˣ`, the units of the integers, which are 1 and −1. The field `position` says that the image of atom j coincides with atom p j after a shift by some integer vector k, which may differ from atom to atom.

These two conditions are assumed for the given arrangement of atoms. A symmetry of a real crystal also carries each atom to one of the same element. The structure does not ask for this, because without form factors the element does not enter M(h); with different form factors, opposite moments need not cancel. The file does not search for symmetries or derive them from an energy. It also does not require R to preserve lengths or to have determinant ±1, as a crystallographic operation does, because the algebra never uses either property. The dimension is arbitrary in the general law, but the reading of det(R) R as the action on magnetic moments belongs to three dimensions.

The model has fixed point moments that repeat exactly from one magnetic cell to the next. Magnetic form factors, thermal motion and incommensurate order are absent. So is the projection of M(h) perpendicular to the scattering vector, which determines the magnetic intensity in neutron diffraction.

## The structure factor at symmetry-related reflections

The main theorem, `magneticF_symmetry`, states component by component that

M(h) = e det(R) exp(2πi h · t) R M(Rᵀh).

The derivation starts with one atom. Let y = R x + t + k, where k is an integer vector. Then

h · y = h · (R x) + h · t + h · k.

In the first term, the matrix can be moved from the position to the reflection index:

h · (R x) = Σ_a h_a Σ_b R_ab x_b = Σ_b (Σ_a R_ab h_a) x_b = (Rᵀh) · x.

The last term, h · k, is an integer, so exp(2πi h · k) = 1. Hence

exp(2πi h · y) = exp(2πi h · t) exp(2πi (Rᵀh) · x).

This is the lemma `phase_image`. Its step `hs` exchanges the two sums, and the integer `N` is h · k. The final rewriting splits the exponential and removes the factor with a whole number of turns.

Now sum over the atoms. Since p is a permutation, summing over the images p j counts every atom once, and so

M(h) = Σ_j m_pj exp(2πi h · x_pj)
= Σ_j e det(R) R m_j exp(2πi h · t) exp(2πi (Rᵀh) · x_j)
= e det(R) exp(2πi h · t) R M(Rᵀh).

In Lean, `Equiv.sum_comp` performs the relabelling, and `hj` inserts the two symmetry conditions for a single atom. The sums over atoms and components are then exchanged, which leaves R acting on the structure factor at Rᵀh.

It is easy to write R⁻¹h where Rᵀh belongs. For a rotation in Cartesian coordinates the two agree, but in lattice coordinates they generally do not. Take the threefold rotation of a hexagonal cell whose matrix has rows (0, −1, 0), (1, −1, 0) and (0, 0, 1). For h = (1, 0, 0), the transpose gives Rᵀh = (0, −1, 0), whereas the inverse gives R⁻¹h = (−1, −1, 0).

## Which reflections survive an anti-translation

An anti-translation shifts the crystal by t and reverses all moments. It has R = 1 and e = −1, which appear in the theorems as the arguments `(-1) 1 t p`. Since det(1) = 1 and Rᵀh = h, the general law becomes

M(h) = −exp(2πi h · t) M(h).

Suppose that some component of M(h) is nonzero. Dividing by it gives exp(2πi h · t) = −1, and multiplying by exp(πi) = −1 gives

exp(2πi (h · t + 1/2)) = 1.

Therefore h · t + 1/2 is an integer, and h · t is a half-odd integer. This is `antitranslation_selection`. The proof first simplifies the general law to `key`, then cancels the nonzero component to obtain `hph`. The theorem `Complex.exp_eq_one_iff` supplies an integer k with h · t = k − 1/2, which the proof rewrites as (k − 1) + 1/2 to match the stated form.

If h · t equals an integer l, a nonzero component would require l = k + 1/2 for some integer k, and thus 2l = 2k + 1. An even number would equal an odd one. Every component therefore vanishes, which is `antitranslation_extinction`. The Lean proof takes an arbitrary component, assumes that it is nonzero, and lets `omega` find the contradiction of parity.

The selection rule is the stronger of the two statements, since it also excludes values of h · t that are neither integers nor half-odd integers. It is a necessary condition only: a reflection with half-odd h · t may still vanish for another reason.

For commensurate point moments, the rule shows which magnetic Bragg reflections a proposed anti-translation forbids, and it offers a check on structure factors computed from the atomic moments of a spin-polarised electronic-structure calculation.

## Imaginary structure factors from time-reversed inversion

Because the moments are real, complex conjugation changes only the sign of each exponent:

M(−h) = Σ_j m_j exp(−2πi h · x_j) = conj M(h).

The theorem `magneticF_neg` proves this by conjugating each phase and then the whole sum.

Now let the crystal be symmetric under inversion about the origin combined with time reversal, so that R = −1, t = 0 and e = −1. In three dimensions det(−1) = −1, and the prefactor e det(R) is +1. The remaining matrix R still reverses the vector, and the general law gives

M(h) = −M(−h) = −conj M(h).

For each component, the real part equals its own negative and is therefore zero. This is `antiinversion_imaginary`. Its auxiliary equations evaluate the determinant, the transposed matrix and the zero translation, after which `magneticF_neg` replaces M(−h) by the conjugate.

The dimension matters for this sign. In three dimensions, inversion alone leaves an axial moment unchanged and time reversal reverses it, so atoms related by the combined operation carry opposite moments. The choice t = 0 places the inversion centre at the origin; another origin multiplies M(h) by a phase, and unless this phase is 1 or −1, the nonzero components are then no longer purely imaginary.

## A two-atom antiferromagnet

The definitions `afmPos` and `afmMom` place one atom at (0, 0, 0) with moment (0, 0, 1) and another at (1/2, 0, 0) with moment (0, 0, −1), in an arbitrary unit of moment. Translation by t = (1/2, 0, 0) exchanges the atoms: the first moves onto the second, and the second moves to (1, 0, 0), which differs from the first by a lattice vector. Reversing the moments completes the symmetry.

At h = (1, 0, 0) we have h · t = 1/2, and the component along the third axis is

1 · 1 + (−1) · exp(πi) = 1 + 1 = 2.

The theorem `antitranslation_witness` establishes both the symmetry and this value. Lean counts the three components from 0, so the third one has index `2`. The symmetry conditions are checked atom by atom and component by component, with the integer shift (−1, 0, 0) for the second atom; the two phases, 1 and −1, then give the sum. This arrangement thus satisfies the assumptions of the selection rule and has a reflection that survives it. At h = (2, 0, 0), where h · t = 1, both phases equal 1 and the opposite moments cancel, as the extinction theorem requires.
